# The determinant ratio for a trial row after pending row changes, from the inverse of the old matrix

Q: My variational Monte Carlo code accepts or rejects an electron move from a ratio of Slater determinants. With delayed updates, several accepted moves are pending while the stored inverse still belongs to the last refresh. The next ratio must be right for the current matrix. Does the formal statement describe that situation?

A: Yes, for one determinant with finitely many orbitals. Let A be the Slater matrix at the last refresh, with one row per electron and one column per orbital, and let B be its inverse. In the file, `n` labels both rows and columns, `k` labels the pending changes, and the entries lie in a field `K`, such as the real or complex numbers.

```lean
import Mathlib

open Matrix

namespace DelayedDeterminantUpdate

noncomputable section

variable {K n k : Type*} [Field K] [Fintype n] [DecidableEq n] [Fintype k] [DecidableEq k]
```

Q: Where are the moved electrons?

A: The list `r` names their rows. Column `a` of the selector E is the unit vector of row `r a`, and row `a` of U is the new orbital row minus the old one. The current matrix is then A' = A + EU.

```lean
/-- The matrix `E` whose column `a` is the unit vector of row `r a` of the Slater matrix. -/
def rowSelector (K : Type*) [Field K] (r : k → n) : Matrix n k K :=
  Matrix.of fun i a => if i = r a then 1 else 0
```

The pending changes influence each other through a small matrix, S = 1 + UBE.

```lean
/-- The small matrix `S = 1 + U B E` that couples the pending row changes `U` through the
stale inverse `B`. -/
def bindingMatrix (B : Matrix n n K) (E : Matrix n k K) (U : Matrix k n K) : Matrix k k K :=
  1 + U * B * E
```

Q: And the ratio itself?

A: Let v be the full row of orbital values at the trial position of electron m, and eₘ the unit vector of that row. The candidate is

vᵀBeₘ − (vᵀBE) S⁻¹ (UBeₘ).

Its definition takes B, E, U, v and m, but neither A nor an inverse of A'. The transpose involves no complex conjugation.

```lean
/-- The expression `vᵀ B e_m - (vᵀ B E) S⁻¹ (U B e_m)` for a trial row `v` in place `m`,
meant for invertible `S`. -/
def delayedRatio (B : Matrix n n K) (E : Matrix n k K) (U : Matrix k n K)
    (v : n → K) (m : n) : K :=
  v ⬝ᵥ (B *ᵥ Pi.single m 1) -
    (v ᵥ* (B * E)) ⬝ᵥ ((bindingMatrix B E U)⁻¹ *ᵥ ((U * B) *ᵥ Pi.single m 1))
```

Q: Before trusting that, I want to know when A' is invertible at all.

A: Since AB = 1, we can factor

A' = A(1 + BEU),

det A' = det A · det(1 + BEU) = det A · det(1 + UBE) = det A · det S.

The middle equality exchanges rectangular factors. It is Mathlib's `Matrix.det_one_add_mul_comm`, and it turns an n × n determinant into a k × k one. To see it, take X of size n × k and Y of size k × n, and form the block matrix with rows (1, −X) and (Y, 1). Eliminating the lower left block gives the determinant det(1 + YX); eliminating the upper right block gives det(1 + XY). Here X = BE and Y = U. In the proof, `hfac` is the factorisation, and the last line makes the exchange.

```lean
/-- If `B` is the inverse of `A`, the pending changes multiply the determinant of `A` by the
determinant of the binding matrix. -/
theorem det_pending {A B : Matrix n n K} (hAB : A * B = 1)
    (E : Matrix n k K) (U : Matrix k n K) :
    (A + E * U).det = A.det * (bindingMatrix B E U).det := by
  -- pull out the old Slater matrix
  have hfac : A + E * U = A * (1 + (B * E) * U) := by
    rw [Matrix.mul_add, Matrix.mul_one, ← Matrix.mul_assoc A (B * E) U,
      ← Matrix.mul_assoc A B E, hAB, Matrix.one_mul]
  -- exchange the factors: an n × n determinant becomes a k × k one
  rw [hfac, Matrix.det_mul, Matrix.det_one_add_mul_comm, bindingMatrix, Matrix.mul_assoc U B E]
```

From AB = 1 we also get det A · det B = 1, so det A ≠ 0. Hence det A' and det S vanish together, and A' is invertible exactly when S is. `IsUnit` is Lean's word for invertible.

```lean
/-- If `B` is the inverse of `A`, the updated Slater matrix is invertible exactly when the
binding matrix is. -/
theorem isUnit_pending_iff {A B : Matrix n n K} (hAB : A * B = 1)
    (E : Matrix n k K) (U : Matrix k n K) :
    IsUnit (A + E * U) ↔ IsUnit (bindingMatrix B E U) := by
  have hA : A.det ≠ 0 := by
    intro h
    have h1 := congrArg Matrix.det hAB
    simp [Matrix.det_mul, h] at h1
  rw [Matrix.isUnit_iff_isUnit_det, Matrix.isUnit_iff_isUnit_det, det_pending hAB,
    isUnit_iff_ne_zero, isUnit_iff_ne_zero]
  simp [hA]
```

Q: Then what is the current inverse, in terms of the stale one?

A: It is C = B − BE S⁻¹ UB, the Woodbury formula with an identity as the middle matrix. Two products verify it:

A'B = 1 + EUB,

A'BE = E + EUBE = ES.

Therefore

A'C = 1 + EUB − ES S⁻¹ UB = 1.

The step `h1` is the second product, and the `calc` block is the final line. For square matrices a right inverse is also a left inverse.

```lean
/-- Woodbury formula: if `B` is the inverse of `A` and the binding matrix `S` is invertible,
then `B - B E S⁻¹ U B` is the inverse of `A + E U`. -/
theorem woodbury {A B : Matrix n n K} (hAB : A * B = 1)
    (E : Matrix n k K) (U : Matrix k n K) (hS : IsUnit (bindingMatrix B E U)) :
    (A + E * U) * (B - B * E * (bindingMatrix B E U)⁻¹ * (U * B)) = 1 := by
  have hT := Matrix.mul_nonsing_inv _ ((Matrix.isUnit_iff_isUnit_det _).mp hS)
  -- the updated matrix acts on the columns B E through S
  have h1 : (A + E * U) * (B * E) = E * bindingMatrix B E U := by
    rw [bindingMatrix, Matrix.add_mul, ← Matrix.mul_assoc A B E, hAB, Matrix.one_mul,
      Matrix.mul_add, Matrix.mul_one]
    simp only [Matrix.mul_assoc]
  calc (A + E * U) * (B - B * E * (bindingMatrix B E U)⁻¹ * (U * B))
      = (A + E * U) * B
          - ((A + E * U) * (B * E)) * (bindingMatrix B E U)⁻¹ * (U * B) := by
        rw [Matrix.mul_sub]
        simp only [Matrix.mul_assoc]
    _ = (A + E * U) * B
          - E * (bindingMatrix B E U * (bindingMatrix B E U)⁻¹) * (U * B) := by
        rw [h1, Matrix.mul_assoc E]
    _ = 1 := by
        rw [hT, Matrix.mul_one, Matrix.add_mul, hAB, Matrix.mul_assoc E U B,
          add_sub_cancel_right]
```

Q: Now the trial row. Is m allowed to be an electron that has already moved?

A: It is; `m` is any row. Expand the determinant of A' with row m replaced by v along that row. The cofactors are those of A', because they never involve row m, and they form column m of the adjugate. Since A'C = 1,

adj A' = adj A' · A'C = det A' · C,

det(A' with row m replaced by v) = det A' · vᵀCeₘ.

Dividing by det A', which is nonzero when S is invertible, and inserting C gives the candidate formula. In Lean, `hadj` is the adjugate identity, `hrow` is the row expansion, reached through Cramer's rule, and the closing lines insert C.

```lean
/-- Delayed update: let `B` be the inverse of `A`. Then `A' = A + E U` is invertible exactly when
`S = 1 + U B E` is, and in that case replacing row `m` of `A'` by `v` changes the determinant by
the ratio `vᵀ B e_m - (vᵀ B E) S⁻¹ (U B e_m)`. -/
theorem delayed_update {A B : Matrix n n K} (hAB : A * B = 1)
    (E : Matrix n k K) (U : Matrix k n K) :
    (IsUnit (A + E * U) ↔ IsUnit (bindingMatrix B E U)) ∧
    (IsUnit (bindingMatrix B E U) → ∀ (m : n) (v : n → K),
      ((A + E * U).updateRow m v).det / (A + E * U).det = delayedRatio B E U v m) := by
  refine ⟨isUnit_pending_iff hAB E U, fun hS m v => ?_⟩
  have hdet : (A + E * U).det ≠ 0 :=
    ((Matrix.isUnit_iff_isUnit_det _).mp ((isUnit_pending_iff hAB E U).mpr hS)).ne_zero
  obtain ⟨C, hCdef⟩ : ∃ C, C = B - B * E * (bindingMatrix B E U)⁻¹ * (U * B) := ⟨_, rfl⟩
  have hC : (A + E * U) * C = 1 := by
    rw [hCdef]
    exact woodbury hAB E U hS
  have hadj : (A + E * U).adjugate = (A + E * U).det • C := by
    calc (A + E * U).adjugate = (A + E * U).adjugate * ((A + E * U) * C) := by
          rw [hC, Matrix.mul_one]
      _ = (A + E * U).det • C := by
          rw [← Matrix.mul_assoc, Matrix.adjugate_mul, Matrix.smul_mul, Matrix.one_mul]
  -- expand the new determinant along the trial row
  have hrow : ((A + E * U).updateRow m v).det
      = (A + E * U).det * (v ⬝ᵥ (C *ᵥ Pi.single m 1)) := by
    rw [← Matrix.cramer_transpose_apply, Matrix.cramer_eq_adjugate_mulVec,
      ← Matrix.adjugate_transpose, Matrix.mulVec_transpose, hadj, Matrix.dotProduct_mulVec,
      Matrix.vecMul_smul, dotProduct_single, mul_one, Pi.smul_apply, smul_eq_mul]
  -- insert the Woodbury inverse
  rw [hrow, mul_div_cancel_left₀ _ hdet, hCdef, Matrix.sub_mulVec, dotProduct_sub, delayedRatio]
  simp only [← Matrix.dotProduct_mulVec, Matrix.mulVec_mulVec, Matrix.mul_assoc]
```

Q: Can you show me that on the smallest cases?

A: With no pending changes, S is the empty matrix and the ratio is vᵀBeₘ, the usual single-move formula. With one pending change, let row m have become w. Then S is the number s = wᵀBeₘ, and UBeₘ = s − 1. Writing β = vᵀBeₘ, the ratio is

β − β(s − 1)/s = β/s.

That is the ratio for v divided by the ratio for w, as it should be when the same electron moves again.

Q: The theorem accepts any E, though. What ties it to actual electron moves?

A: The next result does. If A' agrees with A outside the rows in `r`, and these are distinct, then A' = A + EU with the selector and the row differences. The proof checks entries inside and outside the list separately. Distinctness matters because a row listed twice would receive its change twice, which is wrong if that change is nonzero.

```lean
omit [Fintype n] in
/-- If `A'` agrees with `A` outside the distinct rows `r`, then `A' = A + E U`, where `E` selects
these rows and `U` lists their changes. -/
theorem eq_add_rowSelector {A A' : Matrix n n K} {r : k → n} (hr : Function.Injective r)
    (hoff : ∀ i, i ∉ Set.range r → ∀ j, A' i j = A i j) :
    A' = A + rowSelector K r * (A' - A).submatrix r id := by
  ext i j
  by_cases h : i ∈ Set.range r
  · obtain ⟨a, rfl⟩ := h
    simp [rowSelector, Matrix.mul_apply, hr.eq_iff]
  · have hne : ∀ a, i ≠ r a := fun a ha => h ⟨a, ha.symm⟩
    simp [rowSelector, Matrix.mul_apply, hne, hoff i h j]
```

For such changes S has a direct reading. Multiplying by E on the right selects columns, so UBE is the block of (A' − A)B = A'B − 1 on the rows and columns `r`. Adding the identity leaves the block of A'B. The proof's `hsel` and `hsub` are these two selections.

```lean
omit [Fintype k] in
/-- For distinct rows `r` and `B` the inverse of `A`, the binding matrix of the row changes
`A' - A` is the block of `A' B` on the rows and columns `r`. -/
theorem bindingMatrix_rows {A B : Matrix n n K} (hAB : A * B = 1) (A' : Matrix n n K)
    {r : k → n} (hr : Function.Injective r) :
    bindingMatrix B (rowSelector K r) ((A' - A).submatrix r id) = (A' * B).submatrix r r := by
  have hsel : ∀ X : Matrix k n K, X * rowSelector K r = X.submatrix id r := by
    intro X
    ext a b
    simp [rowSelector, Matrix.mul_apply]
  have hsub : (A' - A).submatrix r id * B = ((A' - A) * B).submatrix r id := by
    ext a j
    simp [Matrix.mul_apply]
  rw [bindingMatrix, hsel, hsub, Matrix.sub_mul, hAB]
  ext a b
  simp [Matrix.one_apply, hr.eq_iff]
```

Entry (a, b) of S is thus the new row of electron `r a` multiplied by column `r b` of the stale inverse. Combined with the determinant identity, this gives det A' as det A times the determinant of that block.

```lean
/-- If `B` is the inverse of `A` and `A'` differs from `A` only in the distinct rows `r`, then
`det A'` is `det A` times the determinant of the block of `A' B` on the rows and columns `r`. -/
theorem det_changed_rows {A B A' : Matrix n n K} (hAB : A * B = 1) {r : k → n}
    (hr : Function.Injective r) (hoff : ∀ i, i ∉ Set.range r → ∀ j, A' i j = A i j) :
    A'.det = A.det * ((A' * B).submatrix r r).det := by
  rw [← bindingMatrix_rows hAB A' hr, ← det_pending hAB]
  exact congrArg Matrix.det (eq_add_rowSelector hr hoff)
```

Q: Why treat the changes jointly, if I can update the inverse after each one?

A: For accepted single-electron moves the motive is speed: a joint update of the inverse can use matrix–matrix products in place of a series of rank-one updates. The joint formula also covers a case in which updating the inverse after each change breaks down, because an intermediate matrix may be singular even when the final one is not. Exchange the two rows of the 2 × 2 identity. Replacing either row alone makes both rows equal, so the determinant is zero. For the joint change E = 1, and S has rows (0, 1) and (1, 0), with determinant −1. If the wave function has a single determinant and the Metropolis walk samples |Ψ|², a move to a zero determinant is rejected, so there the singular case matters only for moves of several electrons at once. In a sum of determinants, one of them can vanish after an accepted single move.

Q: What remains my responsibility?

A: Rounding error, and the choice of how often to refresh B, which depends on both accuracy and cost. The hypothesis AB = 1 is exact, whereas a stored inverse satisfies it only approximately. The Jastrow factor and any sum over determinants also have to be handled separately.

```lean
/-- Exchanging the two rows of the 2 × 2 identity: either replacement alone gives determinant
zero, while the binding matrix of both together has determinant `-1`. -/
theorem exchange_witness :
    ((1 : Matrix (Fin 2) (Fin 2) ℚ).updateRow 0 ![0, 1]).det = 0 ∧
    ((1 : Matrix (Fin 2) (Fin 2) ℚ).updateRow 1 ![1, 0]).det = 0 ∧
    (bindingMatrix (1 : Matrix (Fin 2) (Fin 2) ℚ) (1 : Matrix (Fin 2) (Fin 2) ℚ)
      !![-1, 1; 1, -1]).det = -1 := by
  refine ⟨?_, ?_, ?_⟩ <;>
    simp [bindingMatrix, Matrix.det_fin_two, Matrix.updateRow_apply]

end

end DelayedDeterminantUpdate
```

```lean
#print axioms DelayedDeterminantUpdate.det_pending
#print axioms DelayedDeterminantUpdate.delayed_update
#print axioms DelayedDeterminantUpdate.det_changed_rows
```

```
'DelayedDeterminantUpdate.det_pending' depends on axioms: [propext, Classical.choice, Quot.sound]
'DelayedDeterminantUpdate.delayed_update' depends on axioms: [propext, Classical.choice, Quot.sound]
'DelayedDeterminantUpdate.det_changed_rows' depends on axioms: [propext, Classical.choice, Quot.sound]
```
